# Two coupled polarisable atoms: the polarisabilities along and across the bond for \(R^6>4ab\), and the divergence along the bond as \(R^6\) falls to \(4ab\)

## Do the diatomic formulas follow from the coupled dipole equations?

Let two atoms with isotropic polarisabilities \(a\) and \(b\) sit a distance \(R>0\) apart along a unit vector \(n\). Polarisabilities are volumes (Gaussian convention), so a point dipole \(p\) on one atom produces at the other the field

\[
T p=\frac{3(n\cdot p)\,n-p}{R^3}.
\]

In a uniform applied field \(E\) the induced dipoles \(p\) and \(q\) satisfy

\[
p=a(E+Tq),\qquad q=b(E+Tp).
\]

For \(4ab<R^6\), Applequist's model gives the diatomic the polarisabilities

\[
\alpha_\parallel=\frac{a+b+4ab/R^3}{1-4ab/R^6},\qquad
\alpha_\perp=\frac{a+b-2ab/R^3}{1-ab/R^6}.
\]

For positive \(a,b\), I also read that \(\alpha_\parallel>a+b\), and that \(\alpha_\parallel\to\infty\) as \(R^6\) decreases to \(4ab\). I would like to see all of this derived from the two equations, with a proof that a computer has checked.

## Yes: the equations split into an axial and a transverse mode

### Elimination in each mode

Write \(v_\parallel=(n\cdot v)n\) and \(v_\perp=v-v_\parallel\). Then

\[
Tp=\frac{2}{R^3}\,p_\parallel-\frac{1}{R^3}\,p_\perp ,
\]

so the axial and transverse parts decouple. With \(x,y,e\) for the corresponding parts of \(p,q,E\), each mode reads

\[
x=a(e+ty),\qquad y=b(e+tx),
\]

where \(t=2/R^3\) along the bond and \(t=-1/R^3\) across it. Inserting the second equation into the first gives \(x=ae+abt\,e+abt^2x\), hence

\[
x=\frac{a(1+bt)}{1-abt^2}\,e,\qquad y=\frac{b(1+at)}{1-abt^2}\,e,\qquad
x+y=\frac{a+b+2abt}{1-abt^2}\,e .
\]

The two values of \(t\) give \(\alpha_\parallel\) and \(\alpha_\perp\). Both denominators are positive: \(4ab/R^6<1\) by assumption, and \(ab/R^6<1\) follows from it. These dipoles do solve the equations, since with \(D=1-abt^2\)

\[
a\Bigl(1+t\,\frac{b(1+at)}{D}\Bigr)=\frac{a(D+bt+abt^2)}{D}=\frac{a(1+bt)}{D}.
\]

Now let \(a,b>0\). Subtraction gives

\[
\alpha_\parallel-(a+b)=\frac{4ab/R^3+(a+b)\,4ab/R^6}{1-4ab/R^6}>0,
\]

\[
(a+b)-\alpha_\perp=\frac{(ab/R^6)\,\bigl(2R^3-(a+b)\bigr)}{1-ab/R^6}.
\]

The transverse polarisability is therefore below \(a+b\) exactly when \(a+b<2R^3\). Equal atoms with \(4a^2<R^6\) always meet this condition; very unequal ones may not.

Let \(R_c>0\) satisfy \(R_c^6=4ab\). As \(R\) decreases to \(R_c\), the numerator of \(\alpha_\parallel\) tends to \(a+b+R_c^3>0\) and its denominator tends to zero from above, so \(\alpha_\parallel\to+\infty\). At \(R_c\) itself, \(p=2a\,n\) and \(q=R_c^3\,n\) solve the equations with \(E=0\): the first returns \(a\cdot 2R_c^3/R_c^3=2a\), the second \(b\cdot 4a/R_c^3=R_c^3\).

### The Lean file

```lean
import Mathlib

open Filter Topology
open scoped InnerProductSpace

namespace ApplequistDiatomic

noncomputable section

variable {V : Type*} [NormedAddCommGroup V] [InnerProductSpace ℝ V]

/-- The part of a vector `v` along the bond direction, for a unit vector `n`. -/
def axial (n v : V) : V := ⟪n, v⟫_ℝ • n

/-- The part of a vector `v` perpendicular to the bond direction, for a unit vector `n`. -/
def transverse (n v : V) : V := v - axial n v

/-- The electric field of a point dipole `p` at distance `R ≠ 0` along the unit vector `n`. -/
def dipoleField (n : V) (R : ℝ) (p : V) : V :=
  (R ^ 3)⁻¹ • ((3 * ⟪n, p⟫_ℝ) • n - p)

/-- The coupled dipole equations: each atom responds to the applied field `E` plus the field
of the other atom's dipole. The distance `R` is non-zero and `n` is a unit vector. -/
def CoupledDipoles (a b R : ℝ) (n E p q : V) : Prop :=
  p = a • (E + dipoleField n R q) ∧ q = b • (E + dipoleField n R p)

/-- The polarisability along the bond, for `R ≠ 0` and `R ^ 6 ≠ 4 * a * b`. -/
def alphaPar (a b R : ℝ) : ℝ := (a + b + 4 * a * b / R ^ 3) / (1 - 4 * a * b / R ^ 6)

/-- The polarisability across the bond, for `R ≠ 0` and `R ^ 6 ≠ a * b`. -/
def alphaPerp (a b R : ℝ) : ℝ := (a + b - 2 * a * b / R ^ 3) / (1 - a * b / R ^ 6)

/-- The dipole per unit applied field on the atom of polarisability `a`, when it is coupled to
an atom of polarisability `b` with strength `t`, for `a * b * t ^ 2 ≠ 1`. -/
def localResponse (a b t : ℝ) : ℝ := a * (1 + b * t) / (1 - a * b * t ^ 2)

/-- Away from resonance, eliminating the second dipole from a pair of mode equations gives
the first dipole as the local response times the applied field. -/
theorem mode_solution {a b t : ℝ} {e x y : V} (hD : 1 - a * b * t ^ 2 ≠ 0)
    (hx : x = a • (e + t • y)) (hy : y = b • (e + t • x)) :
    x = localResponse a b t • e := by
  have k : (1 - a * b * t ^ 2) • x = (a * (1 + b * t)) • e := by
    linear_combination (norm := module) hx + (a * t) • hy
  calc x = (1 - a * b * t ^ 2)⁻¹ • ((1 - a * b * t ^ 2) • x) := (inv_smul_smul₀ hD x).symm
    _ = localResponse a b t • e := by
      rw [k, smul_smul, localResponse, div_eq_inv_mul]

/-- Away from resonance, the local responses of the two atoms satisfy the mode equation. -/
theorem localResponse_eq {a b t : ℝ} (hD : 1 - a * b * t ^ 2 ≠ 0) :
    localResponse a b t = a * (1 + t * localResponse b a t) := by
  have hu := mul_inv_cancel₀ hD
  unfold localResponse
  rw [mul_comm b a]
  linear_combination a * hu

/-- The equation for one atom is equivalent to an axial equation with coupling `2 / R ^ 3`
together with a transverse equation with coupling `-1 / R ^ 3`, for a unit vector `n`. -/
theorem site_split {a R : ℝ} {n E p q : V} (hn : ‖n‖ = 1) :
    p = a • (E + dipoleField n R q) ↔
      axial n p = a • (axial n E + (2 / R ^ 3) • axial n q) ∧
      transverse n p = a • (transverse n E + (-1 / R ^ 3) • transverse n q) := by
  have hnn : ⟪n, n⟫_ℝ = 1 := by rw [real_inner_self_eq_norm_sq, hn, one_pow]
  constructor
  · intro h
    -- project the equation on the bond direction
    have hx : ⟪n, p⟫_ℝ = a * (⟪n, E⟫_ℝ + 2 / R ^ 3 * ⟪n, q⟫_ℝ) := by
      have h' := congrArg (fun v => ⟪n, v⟫_ℝ) h
      simp only [dipoleField, inner_smul_right, inner_add_right, inner_sub_right, hnn] at h'
      linear_combination h'
    unfold dipoleField at h
    unfold transverse axial
    rw [hx]
    constructor
    · module
    · linear_combination (norm := module) h
  · rintro ⟨h1, h2⟩
    unfold transverse axial at h2
    unfold axial at h1
    unfold dipoleField
    linear_combination (norm := module) h1 + h2

/-- For `R > 0` and `4 * a * b < R ^ 6` the coupled dipole equations have exactly one solution
in every applied field, and the total dipole is `alphaPar` times the axial part of the field
plus `alphaPerp` times its transverse part. Here `n` is a unit vector along the bond. -/
theorem applequist_diatomic {a b R : ℝ} {n : V} (hn : ‖n‖ = 1) (hR : 0 < R)
    (h : 4 * a * b < R ^ 6) (E : V) :
    (∃! s : V × V, CoupledDipoles a b R n E s.1 s.2) ∧
    ∀ p q, CoupledDipoles a b R n E p q →
      p + q = alphaPar a b R • axial n E + alphaPerp a b R • transverse n E := by
  have hnn : ⟪n, n⟫_ℝ = 1 := by rw [real_inner_self_eq_norm_sq, hn, one_pow]
  have hR6 : 0 < R ^ 6 := by positivity
  have dP : 1 - a * b * (2 / R ^ 3) ^ 2 = 1 - 4 * a * b / R ^ 6 := by ring
  have dT : 1 - a * b * (-1 / R ^ 3) ^ 2 = 1 - a * b / R ^ 6 := by ring
  -- neither mode is resonant
  have hP : 1 - a * b * (2 / R ^ 3) ^ 2 ≠ 0 := by
    rw [dP]
    exact (sub_pos.2 ((div_lt_one hR6).2 h)).ne'
  have hT : 1 - a * b * (-1 / R ^ 3) ^ 2 ≠ 0 := by
    rw [dT]
    exact (sub_pos.2 ((div_lt_one hR6).2 (by linarith))).ne'
  have hP' : 1 - b * a * (2 / R ^ 3) ^ 2 ≠ 0 := by rwa [mul_comm b a]
  have hT' : 1 - b * a * (-1 / R ^ 3) ^ 2 ≠ 0 := by rwa [mul_comm b a]
  -- every solution is the sum of its two modes
  have sol : ∀ p q, CoupledDipoles a b R n E p q →
      p = localResponse a b (2 / R ^ 3) • axial n E
        + localResponse a b (-1 / R ^ 3) • transverse n E ∧
      q = localResponse b a (2 / R ^ 3) • axial n E
        + localResponse b a (-1 / R ^ 3) • transverse n E := by
    rintro p q ⟨h1, h2⟩
    obtain ⟨p1, p2⟩ := (site_split hn).1 h1
    obtain ⟨q1, q2⟩ := (site_split hn).1 h2
    constructor
    · rw [← mode_solution hP p1 q1, ← mode_solution hT p2 q2]
      unfold transverse
      abel
    · rw [← mode_solution hP' q1 p1, ← mode_solution hT' q2 p2]
      unfold transverse
      abel
  have ax : ∀ c d : ℝ, axial n (c • axial n E + d • transverse n E) = c • axial n E := by
    intro c d
    have hi : ⟪n, c • axial n E + d • transverse n E⟫_ℝ = c * ⟪n, E⟫_ℝ := by
      simp only [transverse, axial, inner_add_right, inner_sub_right, inner_smul_right, hnn]
      ring
    rw [axial, hi, axial, smul_smul]
  have tr : ∀ c d : ℝ,
      transverse n (c • axial n E + d • transverse n E) = d • transverse n E := by
    intro c d
    rw [transverse, ax]
    abel
  -- the sum of the two modes does solve the equations
  have ex : CoupledDipoles a b R n E
      (localResponse a b (2 / R ^ 3) • axial n E
        + localResponse a b (-1 / R ^ 3) • transverse n E)
      (localResponse b a (2 / R ^ 3) • axial n E
        + localResponse b a (-1 / R ^ 3) • transverse n E) := by
    constructor
    · refine (site_split hn).2 ⟨?_, ?_⟩
      · rw [ax, ax, localResponse_eq hP]
        module
      · rw [tr, tr, localResponse_eq hT]
        module
    · refine (site_split hn).2 ⟨?_, ?_⟩
      · rw [ax, ax, localResponse_eq hP']
        module
      · rw [tr, tr, localResponse_eq hT']
        module
  refine ⟨⟨(_, _), ex, fun s hs => Prod.ext (sol _ _ hs).1 (sol _ _ hs).2⟩, ?_⟩
  intro p q hpq
  obtain ⟨hp, hq⟩ := sol p q hpq
  have e1 : alphaPar a b R
      = localResponse a b (2 / R ^ 3) + localResponse b a (2 / R ^ 3) := by
    unfold alphaPar localResponse
    rw [mul_comm b a, dP]
    ring
  have e2 : alphaPerp a b R
      = localResponse a b (-1 / R ^ 3) + localResponse b a (-1 / R ^ 3) := by
    unfold alphaPerp localResponse
    rw [mul_comm b a, dT]
    ring
  rw [e1, e2, hp, hq]
  module

/-- For positive `a`, `b`, `R` with `4 * a * b < R ^ 6`, the polarisability along the bond
exceeds the sum of the atomic polarisabilities. -/
theorem add_lt_alphaPar {a b R : ℝ} (ha : 0 < a) (hb : 0 < b) (hR : 0 < R)
    (h : 4 * a * b < R ^ 6) : a + b < alphaPar a b R := by
  have hD : 0 < 1 - 4 * a * b / R ^ 6 := sub_pos.2 ((div_lt_one (by positivity)).2 h)
  have h6 : 0 < (a + b) * (4 * a * b / R ^ 6) := by positivity
  have h3 : 0 < 4 * a * b / R ^ 3 := by positivity
  rw [alphaPar, lt_div_iff₀ hD, mul_sub, mul_one]
  linarith

/-- For positive `a`, `b`, `R` with `a * b < R ^ 6`, the polarisability across the bond is
below the sum of the atomic polarisabilities exactly when `a + b < 2 * R ^ 3`. -/
theorem alphaPerp_lt_add_iff {a b R : ℝ} (ha : 0 < a) (hb : 0 < b) (hR : 0 < R)
    (h : a * b < R ^ 6) : alphaPerp a b R < a + b ↔ a + b < 2 * R ^ 3 := by
  have hD : 0 < 1 - a * b / R ^ 6 := sub_pos.2 ((div_lt_one (by positivity)).2 h)
  have hk : 0 < a * b / R ^ 6 := by positivity
  have h3 : a * b / R ^ 3 = a * b / R ^ 6 * R ^ 3 := by field_simp
  have key : (a + b) * (1 - a * b / R ^ 6) - (a + b - 2 * a * b / R ^ 3)
      = a * b / R ^ 6 * (2 * R ^ 3 - (a + b)) := by
    linear_combination 2 * h3
  rw [alphaPerp, div_lt_iff₀ hD, ← sub_pos, key, mul_pos_iff_of_pos_left hk, sub_pos]

/-- For positive `a` and `b`, the polarisability along the bond tends to infinity as the
distance decreases to the positive value `Rc` with `Rc ^ 6 = 4 * a * b`. -/
theorem alphaPar_tendsto_atTop {a b Rc : ℝ} (ha : 0 < a) (hb : 0 < b) (hc : 0 < Rc)
    (h : Rc ^ 6 = 4 * a * b) : Tendsto (alphaPar a b) (𝓝[>] Rc) atTop := by
  have hnum : Tendsto (fun R : ℝ => a + b + 4 * a * b / R ^ 3) (𝓝[>] Rc)
      (𝓝 (a + b + 4 * a * b / Rc ^ 3)) := by
    have hcont : ContinuousAt (fun R : ℝ => a + b + 4 * a * b / R ^ 3) Rc := by
      fun_prop (disch := positivity)
    exact hcont.tendsto.mono_left nhdsWithin_le_nhds
  have hden : Tendsto (fun R : ℝ => 1 - 4 * a * b / R ^ 6) (𝓝[>] Rc) (𝓝 0) := by
    have hcont : ContinuousAt (fun R : ℝ => 1 - 4 * a * b / R ^ 6) Rc := by
      fun_prop (disch := positivity)
    have h0 : 1 - 4 * a * b / Rc ^ 6 = 0 := by
      rw [← h, div_self (by positivity), sub_self]
    have ht := hcont.tendsto.mono_left (nhdsWithin_le_nhds (s := Set.Ioi Rc))
    rwa [h0] at ht
  -- the denominator approaches zero from above
  have hpos : ∀ᶠ R in 𝓝[>] Rc, 1 - 4 * a * b / R ^ 6 ∈ Set.Ioi (0 : ℝ) := by
    filter_upwards [self_mem_nhdsWithin] with R hR
    have hlt : Rc ^ 6 < R ^ 6 := pow_lt_pow_left₀ hR hc.le (by norm_num)
    have hR6 : 0 < R ^ 6 := lt_trans (by positivity) hlt
    exact sub_pos.2 ((div_lt_one hR6).2 (h ▸ hlt))
  have hinv := tendsto_inv_nhdsGT_zero.comp (tendsto_nhdsWithin_iff.2 ⟨hden, hpos⟩)
  have hC : 0 < a + b + 4 * a * b / Rc ^ 3 := by positivity
  exact (hnum.pos_mul_atTop hC hinv).congr fun R => (div_eq_mul_inv _ _).symm

/-- At the distance `R > 0` with `R ^ 6 = 4 * a * b`, the dipoles `2 * a` and `R ^ 3` along
the unit vector `n` solve the coupled dipole equations without any applied field. -/
theorem self_sustained_dipoles {a b R : ℝ} {n : V} (hn : ‖n‖ = 1) (hR : 0 < R)
    (h : R ^ 6 = 4 * a * b) :
    CoupledDipoles a b R n 0 ((2 * a) • n) (R ^ 3 • n) := by
  have hnn : ⟪n, n⟫_ℝ = 1 := by rw [real_inner_self_eq_norm_sq, hn, one_pow]
  have hf : ∀ c : ℝ, dipoleField n R (c • n) = (2 * c / R ^ 3) • n := by
    intro c
    rw [dipoleField, inner_smul_right, hnn]
    module
  have hR3 : R ^ 3 ≠ 0 := by positivity
  constructor
  · rw [hf, mul_div_cancel_right₀ _ hR3]
    module
  · have s : b * (2 * (2 * a) / R ^ 3) = R ^ 3 := by
      rw [← mul_div_assoc, div_eq_iff hR3]
      linear_combination -h
    rw [hf, zero_add, smul_smul, s]

end

end ApplequistDiatomic
```

```lean
#print axioms ApplequistDiatomic.applequist_diatomic
-- 'ApplequistDiatomic.applequist_diatomic' depends on axioms: [propext, Classical.choice, Quot.sound]
#print axioms ApplequistDiatomic.alphaPerp_lt_add_iff
-- 'ApplequistDiatomic.alphaPerp_lt_add_iff' depends on axioms: [propext, Classical.choice, Quot.sound]
#print axioms ApplequistDiatomic.alphaPar_tendsto_atTop
-- 'ApplequistDiatomic.alphaPar_tendsto_atTop' depends on axioms: [propext, Classical.choice, Quot.sound]
#print axioms ApplequistDiatomic.self_sustained_dipoles
-- 'ApplequistDiatomic.self_sustained_dipoles' depends on axioms: [propext, Classical.choice, Quot.sound]
```

### What the theorems say about the two atoms

The space `V` is any real inner product space, ordinary three-dimensional space included, and `‖n‖ = 1` makes `n` a bond direction. `dipoleField n R p` is \(Tp\). It is unchanged under \(n\to-n\), so one formula serves both atoms. `CoupledDipoles a b R n E p q` is the pair of equations, with the same `E` at both sites.

`applequist_diatomic` states that for every `E` exactly one pair of dipoles solves the equations (`∃!`), and that the total dipole of any solution is `alphaPar` times the axial part of `E` plus `alphaPerp` times the transverse part. The polarisabilities are defined separately by their formulas, so their link to the equations is a conclusion. This theorem leaves the signs of `a` and `b` free; the comparisons with \(a+b\) and the limit take both positive.

For positive polarisabilities, `4 * a * b < R ^ 6` means that an axial dipole, passed to the other atom and back, returns weaker than it started. In `alphaPar_tendsto_atTop`, `𝓝[>] Rc` expresses the approach from larger distances, and `atTop` is \(+\infty\).

The model has two sites, point dipoles, fixed isotropic polarisabilities and linear response, without short-range damping. Within those limits, the divergence is the simplest case of the polarisation catastrophe known from polarisable force fields.

### From the two modes to the Lean proof

`site_split` shows that one atom's equation is equivalent to its axial and transverse equations. It takes the inner product with `n` for one direction and adds the two parts for the other. `mode_solution` is the elimination: `linear_combination` adds the first equation and \(at\) times the second, and the result is divided by \(1-abt^2\). `localResponse_eq` is the check by substitution. In the comments of the code, "resonance" means \(abt^2=1\), where this division fails; the model is static and no frequency is involved.

In the main theorem, `sol` applies the elimination to both modes of both atoms, which gives uniqueness. `ex` recombines the modes and verifies the equations, which gives existence. `e1` and `e2` add the two atomic responses to obtain \(\alpha_\parallel\) and \(\alpha_\perp\).

The two comparisons with \(a+b\) multiply through by the positive denominator. The limit combines continuity of the numerator with the fact that the inverse of a quantity tending to zero from above tends to infinity. `self_sustained_dipoles` is the direct substitution at \(R_c\).

### Equality \(4ab=R^6\), and other couplings

Take \(a=b=\tfrac12\) and \(R=1\), so that \(4ab=R^6\). Without a field, \(p=q=n\) and \(p=q=0\) both solve the equations, so uniqueness fails. With an axial field \(e\neq0\), the equations become \(x=\tfrac12e+y\) and \(y=\tfrac12e+x\), which together force \(e=0\), so existence fails as well.

The elimination never uses the particular value of \(t\). If a damped interaction replaces the axial and transverse couplings by other numbers \(t\), the same steps by hand give \((a+b+2abt)/(1-abt^2)\) for each direction, as long as \(abt^2\neq1\) in both modes.
